# For real orthonormal orbitals g, u and positive c₁, c₂, the singlet geminal c₁gg − c₂uu is a valence-bond pair with overlap (c₁ − c₂)/(c₁ + c₂)

The spatial function of two electrons is treated here as an element of the algebraic tensor product $E\otimes E$, where $E$ is a real inner-product space of orbitals. The product $x\otimes y$ stands for $x(1)y(2)$. Finite sums of such products suffice for a pair function built from two orbitals, so no completion of the tensor product is needed, and $E$ may have any dimension. The antisymmetric spin factor of the singlet is left out.

## Orbitals and pair functions

```lean
import Mathlib

open scoped TensorProduct InnerProductSpace

namespace GeminalValenceBond

noncomputable section

variable {E : Type*} [NormedAddCommGroup E] [InnerProductSpace ℝ E]
```

The `variable` line introduces $E$ as a vector space with a real inner product. In what follows, `⟪x, y⟫_ℝ` is $\langle x,y\rangle$, `•` is multiplication of a vector by a number, and `⊗ₜ` forms the product of two vectors.

```lean
/-- The valence-bond orbital `√c₁ g + √c₂ u`. -/
def gvbPlus (c₁ c₂ : ℝ) (g u : E) : E := Real.sqrt c₁ • g + Real.sqrt c₂ • u
```

This defines $a=\sqrt{c_1}\,g+\sqrt{c_2}\,u$. Nothing is assumed yet about $g$, $u$ or the weights $c_1,c_2$; the theorems add those conditions.

```lean
/-- The valence-bond orbital `√c₁ g - √c₂ u`. -/
def gvbMinus (c₁ c₂ : ℝ) (g u : E) : E := Real.sqrt c₁ • g - Real.sqrt c₂ • u
```

The partner orbital is $b=\sqrt{c_1}\,g-\sqrt{c_2}\,u$.

```lean
/-- The unnormalized spatial function `x(1)y(2) + y(1)x(2)` of a singlet pair. -/
def singletPair (x y : E) : E ⊗[ℝ] E := x ⊗ₜ[ℝ] y + y ⊗ₜ[ℝ] x
```

`singletPair x y` is $x\otimes y+y\otimes x$, the symmetric spatial function that accompanies a singlet spin function. It is not normalized.

```lean
/-- The geminal `2 (c₁ g(1)g(2) - c₂ u(1)u(2))` in natural-orbital form. -/
def naturalGeminal (c₁ c₂ : ℝ) (g u : E) : E ⊗[ℝ] E :=
  (2 : ℝ) • (c₁ • (g ⊗ₜ[ℝ] g) - c₂ • (u ⊗ₜ[ℝ] u))
```

`naturalGeminal` is $2(c_1\,g\otimes g-c_2\,u\otimes u)$, with the relative minus sign built in. For orthonormal $g,u$ the normalized function is $(c_1\,g\otimes g-c_2\,u\otimes u)/\sqrt{c_1^2+c_2^2}$, so the configuration coefficients are proportional to $c_1$ and $-c_2$. The weights $c_1$ and $c_2$ are not occupation numbers.

```lean
/-- The overlap of two orbitals after normalization. -/
def overlap (x y : E) : ℝ := ⟪x, y⟫_ℝ / (‖x‖ * ‖y‖)
```

The normalized overlap is $\langle x,y\rangle/(\lVert x\rVert\,\lVert y\rVert)$. Lean sets division by zero to zero, which is why the theorem on the overlap also states that both orbitals are nonzero.

## Contracting one electron

```lean
/-- Contraction of the first electron of a pair function with the orbital `e`. -/
def contract (e : E) : E ⊗[ℝ] E →ₗ[ℝ] E :=
  TensorProduct.lift (LinearMap.mk₂ ℝ (fun p q : E => ⟪e, p⟫_ℝ • q)
    (fun p p' q => by rw [inner_add_right, add_smul])
    (fun c p q => by rw [real_inner_smul_right, mul_smul])
    (fun p q q' => smul_add _ _ _)
    (fun c p q => smul_comm _ _ _))
```

This is the device on which the uniqueness proof turns. We want a map that takes $p\otimes q$ to $\langle e,p\rangle q$, that is, one that integrates electron 1 against the orbital $e$. A tensor can be written as a sum of products in many ways, so a rule given on products has to yield the same answer for all of them. `TensorProduct.lift` guarantees this for any bilinear rule: it turns a bilinear map of two vectors into a linear map on the tensor product. The four lines beginning with `fun` after the rule check additivity and scaling, first in $p$ and then in $q$.

```lean
/-- Contracting the product `p(1)q(2)` with `e` leaves `q` times the inner product of `e` and `p`.
-/
theorem contract_tmul (e p q : E) : contract e (p ⊗ₜ[ℝ] q) = ⟪e, p⟫_ℝ • q := by
  simp only [contract, TensorProduct.lift.tmul, LinearMap.mk₂_apply]
```

On a single product the contraction does what was intended: $p\otimes q\mapsto\langle e,p\rangle q$.

## From natural orbitals to valence-bond orbitals

```lean
/-- The singlet pair of the two valence-bond orbitals is the natural-orbital geminal. -/
theorem singletPair_gvb {c₁ c₂ : ℝ} (h₁ : 0 ≤ c₁) (h₂ : 0 ≤ c₂) (g u : E) :
    singletPair (gvbPlus c₁ c₂ g u) (gvbMinus c₁ c₂ g u) = naturalGeminal c₁ c₂ g u := by
  -- the cross terms between g and u cancel
  have key : ∀ s t : ℝ, singletPair (s • g + t • u) (s • g - t • u)
      = naturalGeminal (s * s) (t * t) g u := by
    intro s t
    simp only [singletPair, naturalGeminal, TensorProduct.add_tmul, TensorProduct.sub_tmul,
      TensorProduct.tmul_add, TensorProduct.tmul_sub, ← TensorProduct.smul_tmul',
      TensorProduct.tmul_smul]
    module
  rw [gvbPlus, gvbMinus, key, Real.mul_self_sqrt h₁, Real.mul_self_sqrt h₂]
```

In words: for non-negative weights and any $g,u$, the singlet pair of $a$ and $b$ equals the natural-orbital geminal. Orthonormality is not used. By hand, with $s=\sqrt{c_1}$ and $t=\sqrt{c_2}$,

$$a\otimes b=s^2\,g\otimes g-st\,g\otimes u+st\,u\otimes g-t^2\,u\otimes u,$$

$$b\otimes a=s^2\,g\otimes g+st\,g\otimes u-st\,u\otimes g-t^2\,u\otimes u.$$

The cross terms cancel in the sum, leaving $2(s^2\,g\otimes g-t^2\,u\otimes u)$. The step `key` proves this for arbitrary real $s,t$: `simp only` expands the products, and `module` collects the coefficients. The last line inserts $s^2=c_1$ and $t^2=c_2$.

```lean
/-- For orthonormal `g`, `u` both valence-bond orbitals have norm `√(c₁ + c₂)`, and their
inner product is `c₁ - c₂`. -/
theorem gvb_metric {c₁ c₂ : ℝ} (h₁ : 0 ≤ c₁) (h₂ : 0 ≤ c₂) {g u : E}
    (hg : ‖g‖ = 1) (hu : ‖u‖ = 1) (hgu : ⟪g, u⟫_ℝ = 0) :
    ‖gvbPlus c₁ c₂ g u‖ = Real.sqrt (c₁ + c₂) ∧ ‖gvbMinus c₁ c₂ g u‖ = Real.sqrt (c₁ + c₂) ∧
      ⟪gvbPlus c₁ c₂ g u, gvbMinus c₁ c₂ g u⟫_ℝ = c₁ - c₂ := by
  have hug : ⟪u, g⟫_ℝ = 0 := by rw [real_inner_comm]; exact hgu
  have hgg : ⟪g, g⟫_ℝ = 1 := by rw [real_inner_self_eq_norm_sq, hg, one_pow]
  have huu : ⟪u, u⟫_ℝ = 1 := by rw [real_inner_self_eq_norm_sq, hu, one_pow]
  have s₁ := Real.mul_self_sqrt h₁
  have s₂ := Real.mul_self_sqrt h₂
  refine ⟨?_, ?_, ?_⟩
  · rw [norm_eq_sqrt_real_inner]
    congr 1
    simp only [gvbPlus, inner_add_left, inner_add_right, real_inner_smul_left,
      real_inner_smul_right, hgg, huu, hgu, hug]
    linear_combination s₁ + s₂
  · rw [norm_eq_sqrt_real_inner]
    congr 1
    simp only [gvbMinus, inner_sub_left, inner_sub_right, real_inner_smul_left,
      real_inner_smul_right, hgg, huu, hgu, hug]
    linear_combination s₁ + s₂
  · simp only [gvbPlus, gvbMinus, inner_add_left, inner_sub_right, real_inner_smul_left,
      real_inner_smul_right, hgg, huu, hgu, hug]
    linear_combination s₁ - s₂
```

Now $g$ and $u$ are orthonormal, which is expressed by the three hypotheses `hg`, `hu` and `hgu`. Expanding the inner products gives

$$\lVert a\rVert^2=\lVert b\rVert^2=c_1+c_2,\qquad \langle a,b\rangle=c_1-c_2.$$

The proof has one bullet for each of the three statements. Each expands by linearity, and `linear_combination` finishes with the squares of the two roots, `s₁` and `s₂`.

```lean
/-- The natural-orbital geminal is the singlet pair of two nonzero valence-bond orbitals whose
normalized overlap is `(c₁ - c₂) / (c₁ + c₂)`. -/
theorem geminal_valence_bond_form {c₁ c₂ : ℝ} (h₁ : 0 < c₁) (h₂ : 0 ≤ c₂) {g u : E}
    (hg : ‖g‖ = 1) (hu : ‖u‖ = 1) (hgu : ⟪g, u⟫_ℝ = 0) :
    singletPair (gvbPlus c₁ c₂ g u) (gvbMinus c₁ c₂ g u) = naturalGeminal c₁ c₂ g u ∧
      gvbPlus c₁ c₂ g u ≠ 0 ∧ gvbMinus c₁ c₂ g u ≠ 0 ∧
      overlap (gvbPlus c₁ c₂ g u) (gvbMinus c₁ c₂ g u) = (c₁ - c₂) / (c₁ + c₂) := by
  obtain ⟨ha, hb, hab⟩ := gvb_metric h₁.le h₂ hg hu hgu
  have hc : 0 < c₁ + c₂ := by linarith
  have hpos := Real.sqrt_pos.mpr hc
  refine ⟨singletPair_gvb h₁.le h₂ g u, ?_, ?_, ?_⟩
  · exact norm_pos_iff.mp (by rw [ha]; exact hpos)
  · exact norm_pos_iff.mp (by rw [hb]; exact hpos)
  · rw [overlap, ha, hb, hab, Real.mul_self_sqrt hc.le]
```

This theorem collects the result for $c_1>0$ and $c_2\ge 0$. The geminal is the singlet pair of $a$ and $b$, both orbitals are nonzero, and

$$\frac{\langle a,b\rangle}{\lVert a\rVert\,\lVert b\rVert}=\frac{c_1-c_2}{\sqrt{c_1+c_2}\,\sqrt{c_1+c_2}}=\frac{c_1-c_2}{c_1+c_2}.$$

At $c_2=0$ the two orbitals coincide and the overlap is 1, the closed-shell case. At $c_1=c_2$ they are orthogonal. For a singlet electron pair described by the configurations $g\otimes g$ and $u\otimes u$ with real coefficients of opposite sign, the ratio of the coefficients fixes the overlap of the two singly occupied orbitals up to its sign, as in generalized valence-bond theory. That no other choice of the two orbitals gives a different magnitude follows from the uniqueness theorem below. The sign is a matter of convention: replacing $b$ by $-b$ reverses it and multiplies the pair function by $-1$, which leaves the physical state unchanged.

The overlap formula can fail without orthogonality. Take $u=g$ with $\lVert g\rVert=1$, $c_1=4$ and $c_2=1$. Then $a=3g$ and $b=g$, whose normalized overlap is 1, while the formula would give $3/5$.

## The geminal determines the pair

```lean
/-- Two orbitals whose singlet pair is the natural-orbital geminal are the valence-bond orbitals,
up to reciprocal scaling and exchange. -/
theorem valence_bond_form_unique {c₁ c₂ : ℝ} (h₁ : 0 < c₁) (h₂ : 0 < c₂) {g u x y : E}
    (hg : ‖g‖ = 1) (hu : ‖u‖ = 1) (hgu : ⟪g, u⟫_ℝ = 0)
    (h : singletPair x y = naturalGeminal c₁ c₂ g u) :
    ∃ t : ℝ, t ≠ 0 ∧
      ((x = t • gvbPlus c₁ c₂ g u ∧ y = t⁻¹ • gvbMinus c₁ c₂ g u) ∨
       (x = t • gvbMinus c₁ c₂ g u ∧ y = t⁻¹ • gvbPlus c₁ c₂ g u)) := by
  have hug : ⟪u, g⟫_ℝ = 0 := by rw [real_inner_comm]; exact hgu
  have hgg : ⟪g, g⟫_ℝ = 1 := by rw [real_inner_self_eq_norm_sq, hg, one_pow]
  have huu : ⟪u, u⟫_ℝ = 1 := by rw [real_inner_self_eq_norm_sq, hu, one_pow]
  -- contract one electron with g and with u, then take components
  obtain ⟨p, q, r, s, Hg, Hu, e1, e2, e3⟩ : ∃ p q r s : ℝ,
      p • y + q • x = (2 * c₁) • g ∧ r • y + s • x = (-(2 * c₂)) • u ∧
      p * q = c₁ ∧ r * s = -c₂ ∧ p * s + q * r = 0 := by
    have Hg : ⟪g, x⟫_ℝ • y + ⟪g, y⟫_ℝ • x = (2 * c₁) • g := by
      have k := congrArg (contract g) h
      simp only [singletPair, naturalGeminal, map_add, map_sub, map_smul, contract_tmul,
        hgg, hgu] at k
      exact k.trans (by module)
    have Hu : ⟪u, x⟫_ℝ • y + ⟪u, y⟫_ℝ • x = (-(2 * c₂)) • u := by
      have k := congrArg (contract u) h
      simp only [singletPair, naturalGeminal, map_add, map_sub, map_smul, contract_tmul,
        huu, hug] at k
      exact k.trans (by module)
    have k1 := congrArg (fun z => ⟪g, z⟫_ℝ) Hg
    have k2 := congrArg (fun z => ⟪u, z⟫_ℝ) Hu
    have k3 := congrArg (fun z => ⟪u, z⟫_ℝ) Hg
    simp only [inner_add_right, real_inner_smul_right, hgg, huu, hug] at k1 k2 k3
    exact ⟨_, _, _, _, Hg, Hu, by linarith, by linarith, by linarith⟩
  have hpq : p * q ≠ 0 := by rw [e1]; exact h₁.ne'
  have hrs : r * s ≠ 0 := by rw [e2]; exact neg_ne_zero.mpr h₂.ne'
  have hp := left_ne_zero_of_mul hpq
  have hqr : 2 * (q * r) ≠ 0 :=
    mul_ne_zero two_ne_zero (mul_ne_zero (right_ne_zero_of_mul hpq) (left_ne_zero_of_mul hrs))
  -- both orbitals lie in the span of g and u
  have hx : x = p • g + r • u := by
    have k : (2 * (q * r)) • x = (2 * (q * r)) • (p • g + r • u) := by
      linear_combination (norm := module) r • Hg - p • Hu + e3 • x - ((2 * r) * e1) • g
        + ((2 * p) * e2 - (2 * r) * e3) • u
    exact smul_right_injective E hqr k
  have hy : y = q • g + s • u := by
    have k : p • y = p • (q • g + s • u) := by
      linear_combination (norm := module) Hg - q • hx - (2 * e1) • g - e3 • u
    exact smul_right_injective E hp k
  have hα : Real.sqrt c₁ ≠ 0 := (Real.sqrt_pos.mpr h₁).ne'
  have s₁ := Real.mul_self_sqrt h₁.le
  have s₂ := Real.mul_self_sqrt h₂.le
  have a1 : p / Real.sqrt c₁ * Real.sqrt c₁ = p := div_mul_cancel₀ p hα
  have a3 : (p / Real.sqrt c₁)⁻¹ * Real.sqrt c₁ = q := by
    rw [inv_div, div_mul_eq_mul_div, div_eq_iff hp]
    linarith
  -- the remaining freedom is one sign
  have hsq : (r * Real.sqrt c₁) * (r * Real.sqrt c₁)
      = (p * Real.sqrt c₂) * (p * Real.sqrt c₂) := by
    linear_combination r ^ 2 * s₁ - p ^ 2 * s₂ - r ^ 2 * e1 + p * r * e3 - p ^ 2 * e2
  refine ⟨p / Real.sqrt c₁, div_ne_zero hp hα, ?_⟩
  rcases mul_self_eq_mul_self_iff.mp hsq with hs | hs
  · have a2 : p / Real.sqrt c₁ * Real.sqrt c₂ = r := by
      rw [div_mul_eq_mul_div, div_eq_iff hα]
      linarith
    have a4 : (p / Real.sqrt c₁)⁻¹ * Real.sqrt c₂ = -s := by
      rw [inv_div, div_mul_eq_mul_div, div_eq_iff hp]
      apply mul_left_cancel₀ hα
      linear_combination Real.sqrt c₂ * s₁ - Real.sqrt c₂ * e1 + Real.sqrt c₁ * e3 - q * hs
    left
    constructor
    · rw [hx, gvbPlus, smul_add, smul_smul, smul_smul, a1, a2]
    · rw [hy, gvbMinus, smul_sub, smul_smul, smul_smul, a3, a4]
      module
  · have a2 : p / Real.sqrt c₁ * Real.sqrt c₂ = -r := by
      rw [div_mul_eq_mul_div, div_eq_iff hα]
      linarith
    have a4 : (p / Real.sqrt c₁)⁻¹ * Real.sqrt c₂ = s := by
      rw [inv_div, div_mul_eq_mul_div, div_eq_iff hp]
      apply mul_left_cancel₀ hα
      linear_combination Real.sqrt c₂ * s₁ - Real.sqrt c₂ * e1 - Real.sqrt c₁ * e3 + q * hs
    right
    constructor
    · rw [hx, gvbMinus, smul_sub, smul_smul, smul_smul, a1, a2]
      module
    · rw [hy, gvbPlus, smul_add, smul_smul, smul_smul, a3, a4]
```

Suppose that both weights are positive and that some orbitals $x,y$ satisfy $x\otimes y+y\otimes x=2(c_1\,g\otimes g-c_2\,u\otimes u)$. The theorem says that there is a number $t\neq0$ with either $x=ta,\ y=t^{-1}b$ or $x=tb,\ y=t^{-1}a$. The orbitals $x$ and $y$ are not assumed to lie in the span of $g$ and $u$; that is derived.

Write $p=\langle g,x\rangle$, $q=\langle g,y\rangle$, $r=\langle u,x\rangle$ and $s=\langle u,y\rangle$. Contracting electron 1 with $g$ and with $u$ gives

$$p\,y+q\,x=2c_1\,g,\qquad r\,y+s\,x=-2c_2\,u.$$

In Lean, `congrArg (contract g) h` applies the contraction to both sides of the hypothesis `h`; the results are named `Hg` and `Hu`. Taking the $g$ component of the first equation, the $u$ component of the second and the $u$ component of the first yields

$$pq=c_1,\qquad rs=-c_2,\qquad ps+qr=0,$$

which are `e1`, `e2` and `e3`. Since $c_1,c_2>0$, none of the four numbers vanishes.

To find $x$, multiply the first vector equation by $r$, the second by $p$, and subtract:

$$(qr-ps)\,x=2c_1r\,g+2c_2p\,u.$$

By `e3` the left side is $2qr\,x$. On the right, $c_1r=pqr$ and $c_2p=-prs=qr^2$, so the right side is $2qr(p\,g+r\,u)$. Dividing by $2qr$ gives $x=p\,g+r\,u$. The first vector equation then becomes $p\,y=2pq\,g-q(p\,g+r\,u)=pq\,g+ps\,u$, hence $y=q\,g+s\,u$. These are `hx` and `hy`. There, `linear_combination (norm := module)` checks the stated combination of vector equations, and `smul_right_injective` cancels the nonzero factor.

The scalar relations also give

$$r^2c_1=r^2pq=-p^2rs=p^2c_2,$$

so $r\sqrt{c_1}=\pm p\sqrt{c_2}$. This is `hsq`, and `rcases` splits the proof by sign. Set $t=p/\sqrt{c_1}$. Then $p=t\sqrt{c_1}$, $q=c_1/p=t^{-1}\sqrt{c_1}$, $r=\pm t\sqrt{c_2}$ and $s=-c_2/r=\mp t^{-1}\sqrt{c_2}$. The upper sign gives $x=ta$, $y=t^{-1}b$; the lower sign gives the exchanged pair. The equations `a1` to `a4` record these components.

The factors $t$ and $t^{-1}$ have the same sign and cancel in the normalized overlap, so a short calculation from this theorem shows that every such factorization has the same overlap.

## From two overlapping orbitals back to natural orbitals

```lean
/-- Two normalized orbitals with overlap `S` strictly between `-1` and `1` are the valence-bond
orbitals of some orthonormal pair with weights `(1 + S) / 2` and `(1 - S) / 2`. -/
theorem exists_natural_orbitals {x y : E} (hx : ‖x‖ = 1) (hy : ‖y‖ = 1)
    (hlo : -1 < ⟪x, y⟫_ℝ) (hhi : ⟪x, y⟫_ℝ < 1) :
    ∃ g u : E, ‖g‖ = 1 ∧ ‖u‖ = 1 ∧ ⟪g, u⟫_ℝ = 0 ∧
      x = gvbPlus ((1 + ⟪x, y⟫_ℝ) / 2) ((1 - ⟪x, y⟫_ℝ) / 2) g u ∧
      y = gvbMinus ((1 + ⟪x, y⟫_ℝ) / 2) ((1 - ⟪x, y⟫_ℝ) / 2) g u := by
  have hxx : ⟪x, x⟫_ℝ = 1 := by rw [real_inner_self_eq_norm_sq, hx, one_pow]
  have hyy : ⟪y, y⟫_ℝ = 1 := by rw [real_inner_self_eq_norm_sq, hy, one_pow]
  have hyx : ⟪y, x⟫_ℝ = ⟪x, y⟫_ℝ := real_inner_comm _ _
  have p₁ : 0 < (1 + ⟪x, y⟫_ℝ) / 2 := by linarith
  have p₂ : 0 < (1 - ⟪x, y⟫_ℝ) / 2 := by linarith
  have s₁ := Real.mul_self_sqrt p₁.le
  have s₂ := Real.mul_self_sqrt p₂.le
  have n₁ := (Real.sqrt_pos.mpr p₁).ne'
  have n₂ := (Real.sqrt_pos.mpr p₂).ne'
  unfold gvbPlus gvbMinus
  generalize Real.sqrt ((1 + ⟪x, y⟫_ℝ) / 2) = α at *
  generalize Real.sqrt ((1 - ⟪x, y⟫_ℝ) / 2) = β at *
  have i₁ : ⟪x + y, x + y⟫_ℝ = (2 * α) * (2 * α) := by
    simp only [inner_add_left, inner_add_right, hxx, hyy, hyx]
    linear_combination -4 * s₁
  have i₂ : ⟪x - y, x - y⟫_ℝ = (2 * β) * (2 * β) := by
    simp only [inner_sub_left, inner_sub_right, hxx, hyy, hyx]
    linear_combination -4 * s₂
  have i₃ : ⟪x + y, x - y⟫_ℝ = 0 := by
    simp only [inner_add_left, inner_sub_right, hxx, hyy, hyx]
    ring
  have k₁ : α * (2 * α)⁻¹ = 1 / 2 := by field_simp
  have k₂ : β * (2 * β)⁻¹ = 1 / 2 := by field_simp
  -- normalize the sum and the difference
  refine ⟨(2 * α)⁻¹ • (x + y), (2 * β)⁻¹ • (x - y), ?_, ?_, ?_, ?_, ?_⟩
  · have k : ⟪(2 * α)⁻¹ • (x + y), (2 * α)⁻¹ • (x + y)⟫_ℝ = 1 := by
      rw [real_inner_smul_left, real_inner_smul_right, i₁]
      field_simp
    rw [norm_eq_sqrt_real_inner, k, Real.sqrt_one]
  · have k : ⟪(2 * β)⁻¹ • (x - y), (2 * β)⁻¹ • (x - y)⟫_ℝ = 1 := by
      rw [real_inner_smul_left, real_inner_smul_right, i₂]
      field_simp
    rw [norm_eq_sqrt_real_inner, k, Real.sqrt_one]
  · rw [real_inner_smul_left, real_inner_smul_right, i₃, mul_zero, mul_zero]
  · rw [smul_smul, smul_smul, k₁, k₂]
    module
  · rw [smul_smul, smul_smul, k₁, k₂]
    module

end

end GeminalValenceBond
```

Let $x,y$ be normalized with $S=\langle x,y\rangle$ and $-1<S<1$. The theorem supplies an orthonormal pair $g,u$ for which $x$ and $y$ are the valence-bond orbitals with weights $(1+S)/2$ and $(1-S)/2$. By `singletPair_gvb`, it follows that $x\otimes y+y\otimes x=(1+S)\,g\otimes g-(1-S)\,u\otimes u$. There are no cross terms, so $g$ and $u$ are natural orbitals of this pair.

Put $\alpha=\sqrt{(1+S)/2}$ and $\beta=\sqrt{(1-S)/2}$, both positive. Then

$$\lVert x+y\rVert^2=2+2S=(2\alpha)^2,\qquad \lVert x-y\rVert^2=2-2S=(2\beta)^2,$$

and $\langle x+y,x-y\rangle=1-1=0$. These are `i₁`, `i₂` and `i₃`. The vectors

$$g=\frac{x+y}{2\alpha},\qquad u=\frac{x-y}{2\beta}$$

are therefore orthonormal, and $\alpha g\pm\beta u=\tfrac12(x+y)\pm\tfrac12(x-y)$ returns $x$ and $y$. In the code, `generalize` replaces the two roots by the letters `α` and `β`, `refine` supplies $g$ and $u$, and the five bullets check the five properties in the order of the statement.

```lean
#print axioms GeminalValenceBond.geminal_valence_bond_form
#print axioms GeminalValenceBond.valence_bond_form_unique
#print axioms GeminalValenceBond.exists_natural_orbitals
```

```
'GeminalValenceBond.geminal_valence_bond_form' depends on axioms: [propext, Classical.choice, Quot.sound]
'GeminalValenceBond.valence_bond_form_unique' depends on axioms: [propext, Classical.choice, Quot.sound]
'GeminalValenceBond.exists_natural_orbitals' depends on axioms: [propext, Classical.choice, Quot.sound]
```
